# Linear Stark effect of the hydrogen n = 2 level in first-order perturbation theory

The n = 2 level is represented here by four explicit orbitals, not by an eigenspace derived from the Coulomb Hamiltonian. A state is a list of real amplitudes $c=(c_0,c_1,c_2,c_3)$ on 2s, 2p$_z$, 2p$_x$, 2p$_y$. That these orbitals share one unperturbed energy is taken from the non-relativistic hydrogen atom with a fixed nucleus and no spin. Degenerate perturbation theory then identifies the first-order shifts with the eigenvalues of the perturbation's matrix in this level.

```lean
import Mathlib

open Real MeasureTheory
open scoped Matrix

namespace HydrogenStark

noncomputable section
```

In atomic units the wavefunction, called `state c` in Lean, is

$$\psi_c=\frac{e^{-r/2}}{4\sqrt{2\pi}}\bigl[c_0(2-r)+r(c_1\cos\theta+c_2\sin\theta\cos\varphi+c_3\sin\theta\sin\varphi)\bigr].$$

```lean
/-- The real n = 2 hydrogen wavefunction, in atomic units and spherical coordinates, with
amplitudes `c 0, c 1, c 2, c 3` on the orbitals 2s, 2p_z, 2p_x, 2p_y. -/
def state (c : Fin 4 → ℝ) (r θ φ : ℝ) : ℝ :=
  (c 0 * (2 - r) + r * (c 1 * cos θ + c 2 * (sin θ * cos φ) + c 3 * (sin θ * sin φ)))
    * (exp (-r / 2) / (4 * √(2 * π)))
```

For a multiplication operator $V(r,\theta,\varphi)$ and two states with amplitudes $c$ and $d$, `matrixElement V c d` is the iterated integral

$$\langle c|V|d\rangle=\int_0^\infty\!\!\int_0^\pi\!\!\int_0^{2\pi}\psi_c\,V\,\psi_d\;r^2\sin\theta\,d\varphi\,d\theta\,dr.$$

```lean
/-- The matrix element of a multiplication operator `V` between two n = 2 states, as an
integral over all space in spherical coordinates. -/
def matrixElement (V : ℝ → ℝ → ℝ → ℝ) (c d : Fin 4 → ℝ) : ℝ :=
  ∫ r in Set.Ioi (0 : ℝ), ∫ θ in (0 : ℝ)..π, ∫ φ in (0 : ℝ)..(2 * π),
    state c r θ φ * V r θ φ * state d r θ φ * (r ^ 2 * sin θ)
```

A uniform field of strength $F$ along $z$ acts on the electron, of charge $-1$, through $Fz=Fr\cos\theta$. `starkMatrix F` collects its matrix elements between the orbitals; `Pi.single i 1` is the amplitude list of orbital $i$ alone.

```lean
/-- The matrix of the perturbation `F z` in the orbitals 2s, 2p_z, 2p_x, 2p_y. -/
def starkMatrix (F : ℝ) : Matrix (Fin 4) (Fin 4) ℝ :=
  Matrix.of fun i j =>
    matrixElement (fun r θ _ => F * (r * cos θ)) (Pi.single i 1) (Pi.single j 1)
```

In parts (a) to (c) the letters $a,b,c,\dots$ are arbitrary real coefficients; from (e) on, $c$ and $d$ are amplitude lists again.

## (a) Radial integrals

Show that

$$\int_0^\infty(ar^2+br^3+cr^4+dr^5)e^{-r}\,dr=2a+6b+24c+120d.$$

**Solution.** Each power gives $\int_0^\infty r^ne^{-r}dr=\Gamma(n+1)=n!$. Every term is integrable, so the integral splits into four, with $n!=2,6,24,120$. In the proof, `m` supplies integrability and value together, and `integral_add` does the splitting.

```lean
/-- The radial integral of a polynomial with powers two to five against `exp (-r)`. -/
theorem radial_integral (a b c d : ℝ) :
    ∫ r in Set.Ioi (0 : ℝ), (a * r ^ 2 + b * r ^ 3 + c * r ^ 4 + d * r ^ 5) * exp (-r)
      = 2 * a + 6 * b + 24 * c + 120 * d := by
  -- each power is a Gamma integral
  have m : ∀ n : ℕ, Integrable (fun r : ℝ => r ^ n * exp (-r))
      (volume.restrict (Set.Ioi 0)) ∧
      ∫ r in Set.Ioi (0 : ℝ), r ^ n * exp (-r) = (n.factorial : ℝ) := by
    intro n
    have h := Real.GammaIntegral_convergent (s := (n : ℝ) + 1) (by positivity)
    have e := Real.Gamma_eq_integral (s := (n : ℝ) + 1) (by positivity)
    rw [Real.Gamma_nat_eq_factorial] at e
    simp only [add_sub_cancel_right, Real.rpow_natCast, mul_comm (Real.exp _)] at h e
    exact ⟨h, e.symm⟩
  have hv := fun n => (m n).2
  have j : ∀ (k : ℝ) (n : ℕ), Integrable (fun r : ℝ => k * (r ^ n * exp (-r)))
      (volume.restrict (Set.Ioi 0)) := fun k n => Integrable.const_mul (m n).1 k
  have i2 : Integrable (fun r : ℝ => a * (r ^ 2 * exp (-r)) + b * (r ^ 3 * exp (-r)))
      (volume.restrict (Set.Ioi 0)) := (j a 2).add (j b 3)
  have i3 : Integrable (fun r : ℝ => a * (r ^ 2 * exp (-r)) + b * (r ^ 3 * exp (-r))
      + c * (r ^ 4 * exp (-r))) (volume.restrict (Set.Ioi 0)) := i2.add (j c 4)
  have e : (fun r : ℝ => (a * r ^ 2 + b * r ^ 3 + c * r ^ 4 + d * r ^ 5) * exp (-r))
      = fun r => a * (r ^ 2 * exp (-r)) + b * (r ^ 3 * exp (-r))
        + c * (r ^ 4 * exp (-r)) + d * (r ^ 5 * exp (-r)) := by
    funext r; ring
  rw [e, integral_add i3 (j d 5), integral_add i2 (j c 4), integral_add (j a 2) (j b 3)]
  simp only [integral_const_mul, hv]
  norm_num [Nat.factorial]
  ring
```

## (b) Polar integrals

Show that

$$\int_0^\pi(a+b\cos\theta+c\cos^2\theta+d\cos^3\theta)\sin\theta\,d\theta=2a+\tfrac23c.$$

**Solution.** With $x=\cos\theta$ this is $\int_{-1}^1(a+bx+cx^2+dx^3)\,dx$; the odd powers vanish. Lean differentiates the antiderivative in $\cos\theta$, which yields minus the integrand, and evaluates it at the endpoints.

```lean
/-- The polar integral of a cubic polynomial in `cos θ` against `sin θ`. -/
theorem polar_integral (a b c d : ℝ) :
    ∫ θ in (0 : ℝ)..π, (a + b * cos θ + c * cos θ ^ 2 + d * cos θ ^ 3) * sin θ
      = 2 * a + 2 / 3 * c := by
  have h : ∀ x ∈ Set.uIcc 0 π, HasDerivAt
      (fun x => a * cos x + b / 2 * (cos x * cos x) + c / 3 * (cos x * cos x * cos x)
        + d / 4 * (cos x * cos x * cos x * cos x))
      (-((a + b * cos x + c * cos x ^ 2 + d * cos x ^ 3) * sin x)) x := by
    intro x _
    have h1 := Real.hasDerivAt_cos x
    have h2 := h1.fun_mul h1
    have h3 := h2.fun_mul h1
    have h4 := h3.fun_mul h1
    refine HasDerivAt.congr_deriv ((((h1.const_mul a).fun_add (h2.const_mul (b / 2))).fun_add
      (h3.const_mul (c / 3))).fun_add (h4.const_mul (d / 4))) ?_
    ring
  have k := intervalIntegral.integral_eq_sub_of_hasDerivAt h
    (Continuous.intervalIntegrable (by fun_prop) _ _)
  rw [intervalIntegral.integral_neg] at k
  simp only [cos_pi, cos_zero] at k
  linear_combination -k
```

## (c) Azimuthal integrals

Show that the integral over $0\le\varphi\le2\pi$ of

$$a+b\cos\varphi+c\sin\varphi+d\cos^2\varphi+e\sin^2\varphi+f\sin\varphi\cos\varphi$$

is $2\pi a+\pi(d+e)$.

**Solution.** The constant gives $2\pi a$, and each square integrates to $\pi$. The terms in $\cos\varphi$, $\sin\varphi$ and $\sin\varphi\cos\varphi$ vanish over a full period. The proof again uses an explicit antiderivative.

```lean
/-- The azimuthal integral of a quadratic polynomial in `cos φ` and `sin φ`. -/
theorem azimuthal_integral (a b c d e f : ℝ) :
    ∫ φ in (0 : ℝ)..(2 * π), (a + b * cos φ + c * sin φ + d * cos φ ^ 2 + e * sin φ ^ 2
      + f * (sin φ * cos φ)) = 2 * π * a + π * (d + e) := by
  have h : ∀ x ∈ Set.uIcc 0 (2 * π), HasDerivAt
      (fun x => a * x + b * sin x - c * cos x + d / 2 * (x + sin x * cos x)
        + e / 2 * (x - sin x * cos x) + f / 2 * (sin x * sin x))
      (a + b * cos x + c * sin x + d * cos x ^ 2 + e * sin x ^ 2
        + f * (sin x * cos x)) x := by
    intro x _
    have hx := hasDerivAt_id' x
    have hs := Real.hasDerivAt_sin x
    have hc := Real.hasDerivAt_cos x
    have hm := hs.fun_mul hc
    refine HasDerivAt.congr_deriv ((((((hx.const_mul a).fun_add (hs.const_mul b)).fun_sub
      (hc.const_mul c)).fun_add ((hx.fun_add hm).const_mul (d / 2))).fun_add
      ((hx.fun_sub hm).const_mul (e / 2))).fun_add ((hs.fun_mul hs).const_mul (f / 2))) ?_
    linear_combination (-(d + e) / 2) * sin_sq_add_cos_sq x
  rw [intervalIntegral.integral_eq_sub_of_hasDerivAt h
    (Continuous.intervalIntegrable (by fun_prop) _ _)]
  simp only [sin_two_pi, cos_two_pi, sin_zero, cos_zero]
  ring
```

## (d) The integral between 2s and 2p$_z$

Show that

$$\frac1{32\pi}\int_0^\infty(2-r)r^4e^{-r}dr\;\cdot\;2\pi\int_0^\pi\cos^2\theta\sin\theta\,d\theta=-3.$$

**Solution.** By (a) the radial factor is $2\cdot24-120=-72$; by (b) the polar integral is $2/3$. The product is $\frac{-72}{32\pi}\cdot\frac{4\pi}{3}=-3$.

```lean
/-- The normalised product of radial and angular integrals for `z` between 2s and 2p_z
equals -3. -/
theorem stark_integral :
    1 / (32 * π) * (∫ r in Set.Ioi (0 : ℝ), (2 - r) * r ^ 4 * exp (-r))
      * (2 * π * ∫ θ in (0 : ℝ)..π, cos θ ^ 2 * sin θ) = -3 := by
  have h1 : ∫ r in Set.Ioi (0 : ℝ), (2 - r) * r ^ 4 * exp (-r) = -72 := by
    calc _ = ∫ r in Set.Ioi (0 : ℝ),
          (0 * r ^ 2 + 0 * r ^ 3 + 2 * r ^ 4 + (-1) * r ^ 5) * exp (-r) := by
          congr 1; funext r; ring
      _ = -72 := by rw [radial_integral]; norm_num
  have h2 : ∫ θ in (0 : ℝ)..π, cos θ ^ 2 * sin θ = 2 / 3 := by
    calc _ = ∫ θ in (0 : ℝ)..π,
          (0 + 0 * cos θ + 1 * cos θ ^ 2 + 0 * cos θ ^ 3) * sin θ := by
          congr 1; funext θ; ring
      _ = 2 / 3 := by rw [polar_integral]; norm_num
  have hp := pi_ne_zero
  rw [h1, h2]
  field_simp
  norm_num
```

## (e) Every matrix element at once

For real $u$ and $F$, show that

$$\langle c|u+Fr\cos\theta|d\rangle=u\,(c\cdot d)-3F(c_0d_1+c_1d_0).$$

**Solution.** Write $A_c=c_0(2-r)+rc_1\cos\theta$, likewise $A_d$, and set $S=c_2d_2+c_3d_3$, $T=c_0d_1+c_1d_0$. The two prefactors multiply to $e^{-r}/(32\pi)$. By (c), integration over $\varphi$ leaves

$$\frac{e^{-r}}{32}\,r^2\sin\theta\,(u+Fr\cos\theta)\bigl[2A_cA_d+r^2\sin^2\theta\,S\bigr].$$

Here $A_cA_d=c_0d_0(2-r)^2+r(2-r)T\cos\theta+r^2c_1d_1\cos^2\theta$. By (b), only even powers of $\cos\theta$ survive, leaving

$$e^{-r}\Bigl[\frac{u\,c_0d_0}{8}(2-r)^2r^2+\frac{u(c_1d_1+S)}{24}r^4+\frac{FT}{24}(2-r)r^4\Bigr].$$

By (a), the three radial integrals are $8-24+24=8$, $24$ and $-72$, which gives the claim.

In the proof, `hs` expands the integrand in $\cos\varphi$ and $\sin\varphi$, `hφ` and `hθ` are the two angular integrations, and `radial_integral` finishes.

```lean
/-- The matrix element of a constant `u` plus the field term `F z` between any two
real n = 2 states. -/
theorem matrixElement_level (u F : ℝ) (c d : Fin 4 → ℝ) :
    matrixElement (fun r θ _ => u + F * (r * cos θ)) c d
      = u * (c ⬝ᵥ d) - 3 * F * (c 0 * d 1 + c 1 * d 0) := by
  -- the integrand as a polynomial in cos φ and sin φ
  have hs : ∀ r θ φ, state c r θ φ * (u + F * (r * cos θ)) * state d r θ φ * (r ^ 2 * sin θ)
      = (exp (-r) / (32 * π) * (u + F * (r * cos θ)) * (r ^ 2 * sin θ)) *
        ((c 0 * (2 - r) + r * c 1 * cos θ) * (d 0 * (2 - r) + r * d 1 * cos θ)
        + r * sin θ * ((c 0 * (2 - r) + r * c 1 * cos θ) * d 2
          + (d 0 * (2 - r) + r * d 1 * cos θ) * c 2) * cos φ
        + r * sin θ * ((c 0 * (2 - r) + r * c 1 * cos θ) * d 3
          + (d 0 * (2 - r) + r * d 1 * cos θ) * c 3) * sin φ
        + r ^ 2 * sin θ ^ 2 * (c 2 * d 2) * cos φ ^ 2
        + r ^ 2 * sin θ ^ 2 * (c 3 * d 3) * sin φ ^ 2
        + r ^ 2 * sin θ ^ 2 * (c 2 * d 3 + c 3 * d 2) * (sin φ * cos φ)) := by
    intro r θ φ
    have h1 : exp (-r / 2) * exp (-r / 2) = exp (-r) := by
      rw [← Real.exp_add]; congr 1; ring
    have h2 : 4 * √(2 * π) * (4 * √(2 * π)) = 32 * π := by
      linear_combination 16 * Real.mul_self_sqrt (show 0 ≤ 2 * π by positivity)
    have h3 : exp (-r / 2) / (4 * √(2 * π)) * (exp (-r / 2) / (4 * √(2 * π)))
        = exp (-r) / (32 * π) := by rw [div_mul_div_comm, h1, h2]
    unfold state
    generalize exp (-r / 2) / (4 * √(2 * π)) = N at h3 ⊢
    rw [← h3]
    ring
  -- integrate over φ
  have hφ : ∀ r θ, ∫ φ in (0 : ℝ)..(2 * π),
      state c r θ φ * (u + F * (r * cos θ)) * state d r θ φ * (r ^ 2 * sin θ)
      = (exp (-r) / 32 * r ^ 2) *
        ((u * (2 * c 0 * d 0 * (2 - r) ^ 2 + r ^ 2 * (c 2 * d 2 + c 3 * d 3))
        + (u * (2 * r * (2 - r) * (c 0 * d 1 + c 1 * d 0))
          + F * r * (2 * c 0 * d 0 * (2 - r) ^ 2 + r ^ 2 * (c 2 * d 2 + c 3 * d 3))) * cos θ
        + (u * (r ^ 2 * (2 * c 1 * d 1 - (c 2 * d 2 + c 3 * d 3)))
          + F * r * (2 * r * (2 - r) * (c 0 * d 1 + c 1 * d 0))) * cos θ ^ 2
        + F * r * (r ^ 2 * (2 * c 1 * d 1 - (c 2 * d 2 + c 3 * d 3))) * cos θ ^ 3)
        * sin θ) := by
    intro r θ
    have hp : π * (exp (-r) / (32 * π)) = exp (-r) / 32 := by
      have := pi_ne_zero
      field_simp
    simp only [hs]
    rw [intervalIntegral.integral_const_mul, azimuthal_integral]
    linear_combination ((u + F * (r * cos θ)) * (r ^ 2 * sin θ) *
      (2 * ((c 0 * (2 - r) + r * c 1 * cos θ) * (d 0 * (2 - r) + r * d 1 * cos θ))
        + r ^ 2 * sin θ ^ 2 * (c 2 * d 2 + c 3 * d 3))) * hp
      + (exp (-r) / 32 * (u + F * (r * cos θ)) * r ^ 4 * sin θ * (c 2 * d 2 + c 3 * d 3))
        * sin_sq_add_cos_sq θ
  -- integrate over θ
  have hθ : ∀ r, ∫ θ in (0 : ℝ)..π, ∫ φ in (0 : ℝ)..(2 * π),
      state c r θ φ * (u + F * (r * cos θ)) * state d r θ φ * (r ^ 2 * sin θ)
      = (u * c 0 * d 0 / 2 * r ^ 2 + -(u * c 0 * d 0 / 2) * r ^ 3
        + (u * c 0 * d 0 / 8 + u * (c 1 * d 1 + c 2 * d 2 + c 3 * d 3) / 24
          + F * (c 0 * d 1 + c 1 * d 0) / 12) * r ^ 4
        + -(F * (c 0 * d 1 + c 1 * d 0) / 24) * r ^ 5) * exp (-r) := by
    intro r
    simp only [hφ]
    rw [intervalIntegral.integral_const_mul, polar_integral]
    ring
  unfold matrixElement
  simp only [hθ]
  rw [radial_integral]
  simp only [dotProduct, Fin.sum_univ_four]
  ring
```

## (f) Orthonormality

Show that $\langle c|1|d\rangle=c\cdot d$.

**Solution.** Put $u=1$, $F=0$ in (e). Choosing single orbitals for $c$ and $d$ gives overlaps 1 and 0, so the secular problem is an ordinary eigenvalue problem.

```lean
/-- The overlap of two n = 2 states is the dot product of their amplitudes: the four
orbitals are orthonormal. -/
theorem overlap (c d : Fin 4 → ℝ) : matrixElement (fun _ _ _ => 1) c d = c ⬝ᵥ d := by
  have h := matrixElement_level 1 0 c d
  simpa using h
```

## (g) The Stark matrix

Show that, in the order 2s, 2p$_z$, 2p$_x$, 2p$_y$,

$$W=\begin{pmatrix}0&-3F&0&0\\-3F&0&0&0\\0&0&0&0\\0&0&0&0\end{pmatrix},$$

where $W$ stands for `starkMatrix F`.

**Solution.** Put $u=0$ in (e). For orbitals $i$ and $j$, the factor $c_0d_1+c_1d_0$ is 1 when $\{i,j\}=\{0,1\}$ and 0 otherwise. Lean checks the sixteen entries by `fin_cases`. Reversing the sign of the 2s orbital would reverse the sign of the coupling but leave the eigenvalues alone.

```lean
/-- In the n = 2 level the field couples only 2s and 2p_z, with matrix element `-3 F`. -/
theorem starkMatrix_eq (F : ℝ) :
    starkMatrix F = !![0, -3 * F, 0, 0; -3 * F, 0, 0, 0; 0, 0, 0, 0; 0, 0, 0, 0] := by
  have h : ∀ c d, matrixElement (fun r θ _ => F * (r * cos θ)) c d
      = -3 * F * (c 0 * d 1 + c 1 * d 0) := by
    intro c d
    have k := matrixElement_level 0 F c d
    simp only [zero_add, zero_mul, zero_sub] at k
    rw [k]; ring
  ext i j
  simp only [starkMatrix, Matrix.of_apply, h]
  fin_cases i <;> fin_cases j <;> simp
```

## (h) Action on amplitudes

Show that $Wv=(-3Fv_1,\,-3Fv_0,\,0,\,0)$ for every real $v=(v_0,v_1,v_2,v_3)$.

**Solution.** Multiply each row of $W$ into $v$.

```lean
/-- The action of the Stark matrix on the amplitudes of an n = 2 state. -/
theorem starkMatrix_mulVec (F : ℝ) (v : Fin 4 → ℝ) :
    starkMatrix F *ᵥ v = ![-3 * F * v 1, -3 * F * v 0, 0, 0] := by
  rw [starkMatrix_eq]
  ext i
  fin_cases i <;> simp [Matrix.mulVec, dotProduct, Fin.sum_univ_four]
```

## (i) Shifted and unshifted states

Show that

$$W(1,-1,0,0)=3F(1,-1,0,0),\qquad W(1,1,0,0)=-3F(1,1,0,0),$$

and that for $F\neq0$, $Wv=0$ exactly when $v_0=v_1=0$.

**Solution.** The first two follow from (h); the normalised states are $(2s\mp2p_z)/\sqrt2$. For the last, $Wv=0$ means $-3Fv_1=-3Fv_0=0$, and $-3F$ can be divided out.

The condition $F\neq0$ matters: at $F=0$ the pure 2s state $v=(1,0,0,0)$ satisfies $Wv=0$ although $v_0=1$.

```lean
/-- The combinations 2s - 2p_z and 2s + 2p_z have first-order shifts `3 F` and `-3 F`; in a
non-zero field the unshifted states are exactly those without 2s and 2p_z amplitude. -/
theorem stark_eigenstates (F : ℝ) :
    starkMatrix F *ᵥ ![1, -1, 0, 0] = (3 * F) • ![1, -1, 0, 0] ∧
    starkMatrix F *ᵥ ![1, 1, 0, 0] = (-3 * F) • ![1, 1, 0, 0] ∧
    (F ≠ 0 → ∀ v, starkMatrix F *ᵥ v = 0 ↔ v 0 = 0 ∧ v 1 = 0) := by
  refine ⟨?_, ?_, ?_⟩
  · rw [starkMatrix_mulVec]
    ext i
    fin_cases i <;> simp
  · rw [starkMatrix_mulVec]
    ext i
    fin_cases i <;> simp
  · intro hF v
    rw [starkMatrix_mulVec]
    have h3 : -3 * F ≠ 0 := mul_ne_zero (by norm_num) hF
    constructor
    · intro h
      have h0 : -3 * F * v 1 = 0 := congrFun h 0
      have h1 : -3 * F * v 0 = 0 := congrFun h 1
      exact ⟨(mul_eq_zero.mp h1).resolve_left h3, (mul_eq_zero.mp h0).resolve_left h3⟩
    · rintro ⟨a, b⟩
      ext i
      fin_cases i <;> simp [a, b]
```

## (j) All first-order shifts

Show that $Wv=Ev$ has a solution $v\neq0$ if and only if

$$E=0\quad\text{or}\quad E=3F\quad\text{or}\quad E=-3F.$$

**Solution.** The equations are $-3Fv_1=Ev_0$, $-3Fv_0=Ev_1$, $0=Ev_2$ and $0=Ev_3$. Combining the first two gives $(E-3F)(E+3F)v_0=0$, and the same for $v_1$. If $E$ is none of the three values, all four amplitudes vanish, a contradiction. Conversely, 2p$_x$ has $E=0$, and (i) supplies the other two states. In Lean, `k0` and `k1` are the combined equations. At $F=0$ the three values coincide.

```lean
/-- Linear Stark effect of hydrogen: the first-order energy shifts of the n = 2 level in a
field `F` are exactly `0`, `3 F` and `-3 F`. -/
theorem linear_stark_effect (F E : ℝ) :
    (∃ v : Fin 4 → ℝ, v ≠ 0 ∧ starkMatrix F *ᵥ v = E • v)
      ↔ E = 0 ∨ E = 3 * F ∨ E = -3 * F := by
  constructor
  · rintro ⟨v, hv, h⟩
    rw [starkMatrix_mulVec] at h
    have h0 : -3 * F * v 1 = E * v 0 := congrFun h 0
    have h1 : -3 * F * v 0 = E * v 1 := congrFun h 1
    have h2 : 0 = E * v 2 := congrFun h 2
    have h3 : 0 = E * v 3 := congrFun h 3
    by_contra hne
    simp only [not_or] at hne
    obtain ⟨e0, e1, e2⟩ := hne
    -- away from the three shifts the secular equations force v = 0
    have hD : (E - 3 * F) * (E + 3 * F) ≠ 0 :=
      mul_ne_zero (sub_ne_zero.mpr e1) (fun k => e2 (by linarith))
    have k0 : (E - 3 * F) * (E + 3 * F) * v 0 = 0 := by
      linear_combination -E * h0 + 3 * F * h1
    have k1 : (E - 3 * F) * (E + 3 * F) * v 1 = 0 := by
      linear_combination -E * h1 + 3 * F * h0
    apply hv
    funext i
    fin_cases i
    · exact (mul_eq_zero.mp k0).resolve_left hD
    · exact (mul_eq_zero.mp k1).resolve_left hD
    · exact (mul_eq_zero.mp h2.symm).resolve_left e0
    · exact (mul_eq_zero.mp h3.symm).resolve_left e0
  · rintro (rfl | rfl | rfl)
    · refine ⟨![0, 0, 1, 0], fun h => ?_, ?_⟩
      · have k := congrFun h 2
        simp at k
      · rw [starkMatrix_mulVec]
        ext i
        fin_cases i <;> simp
    · refine ⟨![1, -1, 0, 0], fun h => ?_, (stark_eigenstates F).1⟩
      have k := congrFun h 0
      simp at k
    · refine ⟨![1, 1, 0, 0], fun h => ?_, (stark_eigenstates F).2.1⟩
      have k := congrFun h 0
      simp at k

end

end HydrogenStark
```

```lean
#print axioms HydrogenStark.stark_integral
-- 'HydrogenStark.stark_integral' depends on axioms: [propext, Classical.choice, Quot.sound]
#print axioms HydrogenStark.overlap
-- 'HydrogenStark.overlap' depends on axioms: [propext, Classical.choice, Quot.sound]
#print axioms HydrogenStark.linear_stark_effect
-- 'HydrogenStark.linear_stark_effect' depends on axioms: [propext, Classical.choice, Quot.sound]
```

The same integrals treat a one-electron ion of nuclear charge $Z$: its orbitals are those above with every length multiplied by $1/Z$ and the norm restored, so the coupling becomes $-3F/Z$ and the non-zero shifts $\pm3F/Z$.

For electronic-structure codes, (g) and (j) give exact reference values within this one-electron model: the matrix elements of $Fz$ between these orbitals, up to the signs chosen for the orbitals, and the first-order shifts. A finite Gaussian basis only approximates the orbitals, so deviations found there can come from the basis and not from an error in the code.
